# Aufbau filling at a local minimum of a differentiable energy

Let an energy \(E\) be a function of finitely many orbital occupations, and let \(f\) minimise it locally among occupations \(f_i\in[0,1]\) with fixed sum. Suppose that \(E\) is differentiable at \(f\) when the occupations are varied independently. Then there is a Fermi energy \(\mu\) such that the partial derivatives \(e_i=\partial E/\partial f_i\) satisfy \(e_i\le\mu\) whenever \(f_i>0\) and \(e_i\ge\mu\) whenever \(f_i<1\).

```lean
import Mathlib

open Filter Topology

namespace OccupationVariation

noncomputable section

variable {ι : Type*}

/-- The aufbau condition with Fermi energy `μ`: levels with nonzero occupation lie at or below
`μ`, and levels that are not full lie at or above `μ`. -/
def Aufbau (e f : ι → ℝ) (μ : ℝ) : Prop :=
  ∀ i, (0 < f i → e i ≤ μ) ∧ (f i < 1 → μ ≤ e i)

/-- Under the aufbau condition, with occupations between 0 and 1, a fractional level sits at the
Fermi energy, a level below it is full and a level above it is empty. -/
theorem fractional_pinned {e f : ι → ℝ} {μ : ℝ} (h : Aufbau e f μ)
    (hf : ∀ i, 0 ≤ f i ∧ f i ≤ 1) (i : ι) :
    (0 < f i → f i < 1 → e i = μ) ∧ (e i < μ → f i = 1) ∧ (μ < e i → f i = 0) := by
  refine ⟨fun h0 h1 => le_antisymm ((h i).1 h0) ((h i).2 h1), fun he => ?_, fun he => ?_⟩
  · exact le_antisymm (hf i).2 (not_lt.1 fun h1 => not_le_of_gt he ((h i).2 h1))
  · exact le_antisymm (not_lt.1 fun h0 => not_le_of_gt he ((h i).1 h0)) (hf i).1

/-- If a function of one variable has derivative `c` at 0 and does not drop below its value at 0
just to the right of 0, then `c` is nonnegative. -/
theorem deriv_nonneg_of_right_min {φ : ℝ → ℝ} {c : ℝ} (h : HasDerivAt φ c 0)
    (hmin : ∀ᶠ t in 𝓝[>] (0 : ℝ), φ 0 ≤ φ t) : 0 ≤ c := by
  have hs : Tendsto (slope φ 0) (𝓝[>] (0 : ℝ)) (𝓝 c) :=
    (hasDerivWithinAt_iff_tendsto_slope' (by simp)).1 (h.hasDerivWithinAt (s := Set.Ioi 0))
  refine ge_of_tendsto hs ?_
  filter_upwards [hmin, self_mem_nhdsWithin] with t ht hpos
  have hpos' : (0 : ℝ) < t := hpos
  rw [slope_def_field]
  exact div_nonneg (sub_nonneg.2 ht) (by linarith)

variable [Fintype ι]

/-- Occupations between 0 and 1 with total particle number `N`. -/
def feasible (N : ℝ) : Set (ι → ℝ) :=
  {g | (∀ i, 0 ≤ g i ∧ g i ≤ 1) ∧ ∑ i, g i = N}

variable [DecidableEq ι]

/-- The level of orbital `i`: the partial derivative of the energy with respect to its
occupation, for an energy differentiable at `f`. -/
def level (E : (ι → ℝ) → ℝ) (f : ι → ℝ) (i : ι) : ℝ :=
  fderiv ℝ E f (Pi.single i 1)

/-- The direction in occupation space that moves one unit of charge from `i` to `j`. -/
def shift (i j : ι) : ι → ℝ := Pi.single j 1 - Pi.single i 1

/-- Moving an amount `t ≥ 0` of charge between distinct orbitals keeps the occupations feasible
if the donor holds at least `t` and the acceptor has room for `t`. -/
theorem shift_mem {N t : ℝ} {f : ι → ℝ} {i j : ι} (hf : f ∈ feasible N) (hij : i ≠ j)
    (ht : 0 ≤ t) (hi : t ≤ f i) (hj : t ≤ 1 - f j) : f + t • shift i j ∈ feasible N := by
  refine ⟨fun k => ?_, ?_⟩
  · change 0 ≤ f k + t * shift i j k ∧ f k + t * shift i j k ≤ 1
    have hk := hf.1 k
    by_cases h1 : k = j
    · have hv : shift i j k = 1 := by simp [shift, h1, hij.symm]
      have hfk : f k = f j := by rw [h1]
      rw [hv]
      constructor <;> linarith
    · by_cases h2 : k = i
      · have hv : shift i j k = -1 := by simp [shift, h2, hij]
        have hfk : f k = f i := by rw [h2]
        rw [hv]
        constructor <;> linarith
      · have hv : shift i j k = 0 := by simp [shift, h1, h2]
        rw [hv]
        constructor <;> linarith
  · have hs : ∑ k, shift i j k = 0 := by simp [shift, Finset.sum_sub_distrib]
    simp only [Pi.add_apply, Pi.smul_apply, smul_eq_mul, Finset.sum_add_distrib,
      ← Finset.mul_sum, hs, mul_zero, add_zero]
    exact hf.2

/-- At a local minimiser, no sufficiently small transfer from an orbital with charge to a
different orbital with room lowers the energy. -/
theorem transfer_costs {E : (ι → ℝ) → ℝ} {N : ℝ} {f : ι → ℝ} {i j : ι}
    (hf : f ∈ feasible N) (hmin : IsLocalMinOn E (feasible N) f) (hij : i ≠ j)
    (hi : 0 < f i) (hj : f j < 1) :
    ∀ᶠ t in 𝓝[>] (0 : ℝ), E f ≤ E (f + t • shift i j) := by
  have hc : Tendsto (fun t : ℝ => f + t • shift i j) (𝓝[>] 0) (𝓝[feasible N] f) := by
    refine tendsto_nhdsWithin_iff.2 ⟨?_, ?_⟩
    · have h : Continuous (fun t : ℝ => f + t • shift i j) := by fun_prop
      have h0 := (h.tendsto 0).mono_left (nhdsWithin_le_nhds (s := Set.Ioi 0))
      simp only [zero_smul, add_zero] at h0
      exact h0
    · filter_upwards [Ioo_mem_nhdsGT (lt_min hi (sub_pos.2 hj))] with t ht
      exact shift_mem hf hij ht.1.le (ht.2.le.trans (min_le_left _ _))
        (ht.2.le.trans (min_le_right _ _))
  have h : ∀ᶠ g in 𝓝[feasible N] f, E f ≤ E g := hmin
  exact hc.eventually h

/-- **Aufbau principle.** If the energy is differentiable at a local minimiser over occupations
in `[0,1]` with fixed sum, some Fermi energy `μ` satisfies the aufbau condition. -/
theorem aufbau_of_localMin {E : (ι → ℝ) → ℝ} {N : ℝ} {f : ι → ℝ}
    (hE : DifferentiableAt ℝ E f) (hf : f ∈ feasible N)
    (hmin : IsLocalMinOn E (feasible N) f) : ∃ μ, Aufbau (level E f) f μ := by
  -- a donor level never lies above an acceptor level
  have pair : ∀ i j, 0 < f i → f j < 1 → level E f i ≤ level E f j := by
    intro i j hi hj
    by_cases hij : i = j
    · rw [hij]
    have hd : HasDerivAt (fun t : ℝ => E (f + t • shift i j)) (fderiv ℝ E f (shift i j)) 0 :=
      hE.hasFDerivAt.hasLineDerivAt (shift i j)
    have h := deriv_nonneg_of_right_min hd
      ((transfer_costs hf hmin hij hi hj).mono fun t ht => by
        simpa only [zero_smul, add_zero] using ht)
    simp only [shift, map_sub] at h
    exact sub_nonneg.1 h
  -- the Fermi energy is the highest level that holds charge, if there is one
  by_cases hS : (Finset.univ.filter fun i => 0 < f i).Nonempty
  · refine ⟨(Finset.univ.filter fun i => 0 < f i).sup' hS (level E f), fun i => ⟨?_, ?_⟩⟩
    · intro hi
      exact Finset.le_sup' (level E f) (Finset.mem_filter.2 ⟨Finset.mem_univ i, hi⟩)
    · intro hi
      exact Finset.sup'_le hS _ fun k hk => pair k i (Finset.mem_filter.1 hk).2 hi
  · obtain ⟨μ, hμ⟩ := (Set.finite_range (level E f)).bddBelow
    exact ⟨μ, fun i => ⟨fun hi => absurd
      ⟨i, Finset.mem_filter.2 ⟨Finset.mem_univ i, hi⟩⟩ hS, fun _ => hμ ⟨i, rfl⟩⟩⟩

/-- The derivative `fderiv ℝ E f` applied to `v` is the sum of the occupation changes `v i` times
the levels. For an energy differentiable at `f`, this is the first-order energy change; otherwise
both sides are 0 by convention. -/
theorem first_order_change (E : (ι → ℝ) → ℝ) (f v : ι → ℝ) :
    fderiv ℝ E f v = ∑ i, v i * level E f i := by
  have hv : v = ∑ i, v i • (Pi.single i 1 : ι → ℝ) := by
    ext k
    simp [Finset.sum_apply, Pi.single_apply]
  calc fderiv ℝ E f v = fderiv ℝ E f (∑ i, v i • (Pi.single i 1 : ι → ℝ)) :=
        congrArg (fderiv ℝ E f) hv
    _ = ∑ i, v i * level E f i := by simp only [map_sum, map_smul, smul_eq_mul, level]

/-- Converse for convex energies: if the energy is convex on the feasible occupations and
differentiable at a feasible `f`, the aufbau condition makes `f` a global minimiser. -/
theorem globalMin_of_aufbau {E : (ι → ℝ) → ℝ} {N μ : ℝ} {f : ι → ℝ}
    (hE : DifferentiableAt ℝ E f) (hf : f ∈ feasible N)
    (hconv : ConvexOn ℝ (feasible N) E) (h : Aufbau (level E f) f μ) :
    IsMinOn E (feasible N) f := by
  refine isMinOn_iff.2 fun g hg => ?_
  -- each orbital contributes a nonnegative cost relative to the Fermi energy
  have h1 : 0 ≤ ∑ i, (g i - f i) * (level E f i - μ) := by
    refine Finset.sum_nonneg fun i _ => ?_
    obtain ⟨-, hfull, hempty⟩ := fractional_pinned h hf.1 i
    rcases lt_trichotomy (level E f i) μ with he | he | he
    · have := hfull he
      nlinarith [(hg.1 i).2]
    · simp [he]
    · have := hempty he
      nlinarith [(hg.1 i).1]
  have h2 : ∑ i, (g i - f i) * (level E f i - μ)
      = ∑ i, (g i - f i) * level E f i - (∑ i, g i - ∑ i, f i) * μ := by
    rw [← Finset.sum_sub_distrib, Finset.sum_mul, ← Finset.sum_sub_distrib]
    exact Finset.sum_congr rfl fun i _ => by ring
  have h3 : fderiv ℝ E f (g - f) = ∑ i, (g i - f i) * level E f i :=
    first_order_change E f (g - f)
  rw [hg.2, hf.2, sub_self, zero_mul, sub_zero] at h2
  -- convexity puts the energy below its chord, so the chord is at least as steep
  have hline : HasDerivAt (fun t : ℝ => E (f + t • (g - f))) (fderiv ℝ E f (g - f)) 0 :=
    hE.hasFDerivAt.hasLineDerivAt (g - f)
  have hd : HasDerivAt (fun t : ℝ => t * (E g - E f) - E (f + t • (g - f)))
      (1 * (E g - E f) - fderiv ℝ E f (g - f)) 0 :=
    ((hasDerivAt_id' (0 : ℝ)).mul_const (E g - E f)).fun_sub hline
  have h4 := deriv_nonneg_of_right_min hd (by
    filter_upwards [Ioo_mem_nhdsGT (zero_lt_one' ℝ)] with t ht
    have hc := hconv.2 hf hg (sub_nonneg.2 ht.2.le) ht.1.le (sub_add_cancel 1 t)
    have hp : (1 - t) • f + t • g = f + t • (g - f) := by module
    rw [hp] at hc
    simp only [smul_eq_mul] at hc
    simp only [zero_smul, add_zero, zero_mul]
    linarith)
  linarith

/-- Linear level energies `ε` plus the Hubbard correction `(U/2) ∑ f (1 - f)`. -/
def hubbardEnergy (ε : ι → ℝ) (U : ℝ) (f : ι → ℝ) : ℝ :=
  ∑ i, (ε i * f i + U / 2 * (f i * (1 - f i)))

/-- For `U > 0`, a local minimiser of the Hubbard-corrected energy at fixed particle number has
at most one fractionally occupied orbital. -/
theorem hubbard_at_most_one_fractional {ε : ι → ℝ} {U N : ℝ} {f : ι → ℝ} (hU : 0 < U)
    (hf : f ∈ feasible N) (hmin : IsLocalMinOn (hubbardEnergy ε U) (feasible N) f)
    {i j : ι} (hi : 0 < f i ∧ f i < 1) (hj : 0 < f j ∧ f j < 1) : i = j := by
  by_contra hij
  obtain ⟨t, ⟨h1, h2⟩, ht⟩ := (((transfer_costs hf hmin hij hi.1 hj.2).and
    (transfer_costs hf hmin (Ne.symm hij) hj.1 hi.2)).and self_mem_nhdsWithin).exists
  have ht' : (0 : ℝ) < t := ht
  -- the two opposite transfers together lower the energy at second order
  have key : hubbardEnergy ε U (f + t • shift i j) + hubbardEnergy ε U (f + t • shift j i)
      = 2 * hubbardEnergy ε U f - U * t ^ 2 * ∑ k, shift i j k ^ 2 := by
    simp only [hubbardEnergy, Finset.mul_sum, ← Finset.sum_add_distrib,
      ← Finset.sum_sub_distrib]
    refine Finset.sum_congr rfl fun k _ => ?_
    simp only [shift, Pi.add_apply, Pi.smul_apply, Pi.sub_apply, smul_eq_mul]
    ring
  have hs : 0 < ∑ k, shift i j k ^ 2 := by
    have hv : shift i j j = 1 := by simp [shift, Ne.symm hij]
    have hle : shift i j j ^ 2 ≤ ∑ k, shift i j k ^ 2 :=
      Finset.single_le_sum (f := fun k => shift i j k ^ 2)
        (fun k _ => sq_nonneg _) (Finset.mem_univ j)
    rw [hv] at hle
    linarith
  have hpos : 0 < U * t ^ 2 * ∑ k, shift i j k ^ 2 := by positivity
  linarith

end

end OccupationVariation
```

```lean
#print axioms OccupationVariation.aufbau_of_localMin
-- 'OccupationVariation.aufbau_of_localMin' depends on axioms: [propext, Classical.choice, Quot.sound]
#print axioms OccupationVariation.globalMin_of_aufbau
-- 'OccupationVariation.globalMin_of_aufbau' depends on axioms: [propext, Classical.choice, Quot.sound]
#print axioms OccupationVariation.hubbard_at_most_one_fractional
-- 'OccupationVariation.hubbard_at_most_one_fractional' depends on axioms: [propext, Classical.choice, Quot.sound]
```

## Sharing a fixed charge among orbitals

A fixed number of electrons \(N\) is to be distributed over a set of spin orbitals, each holding between zero and one electron, so that the energy is as low as possible. For non-interacting electrons the levels are fixed numbers and are filled from the bottom. With interactions, the levels themselves depend on the occupations. `aufbau_of_localMin` says that the filling rule survives, provided that the levels are evaluated at the minimiser itself.

The orbitals are the elements of a finite type `ι`, and an occupation pattern is a function `f : ι → ℝ`. The set `feasible N` contains the patterns with every entry in \([0,1]\) and total \(N\), which may be any real number. The hypothesis `IsLocalMinOn E (feasible N) f` compares \(f\) only with nearby patterns in this set. The existence of a minimiser is not part of the claim.

`Aufbau e f μ` is the pair of inequalities in the opening, for all orbitals. `fractional_pinned` draws the familiar consequences:

- If \(0<f_i<1\), both inequalities apply and \(e_i=\mu\).
- If \(e_i<\mu\), then \(f_i<1\) is impossible, so \(f_i=1\).
- If \(e_i>\mu\), then \(f_i>0\) is impossible, so \(f_i=0\).

A fractional level therefore fixes \(\mu\). If some orbitals are full and all the others are empty, any value from the highest full level to the lowest empty one will do.

## Levels as derivatives of the energy

The name `level` stands for the partial derivative \(e_i=\partial E/\partial f_i\), not for an eigenvalue of a Hamiltonian. In Kohn–Sham theory the two agree by Janak's theorem, when \(E(f)\) is the energy made stationary with respect to the orbitals at fixed occupations. That identification is the step from this model to an electronic-structure calculation, and it is not contained in the hypotheses.

`DifferentiableAt ℝ E f` refers to the full space \(\mathbb R^d\), where \(d\) is the number of orbitals. The energy must therefore extend smoothly enough past the box when some \(f_i\) is 0 or 1. With this reading, the result bears on fractional occupations in density-functional calculations with a finite orbital set and a differentiable energy: at a minimum of \(E\), all partly filled levels have the same energy. With thermal smearing, the quantity minimised is instead a free energy with an entropy term, and partly filled Kohn–Sham levels can have different energies.

## A small transfer of charge orders the levels

Take distinct orbitals \(i\) and \(j\) with \(f_i>0\) and \(f_j<1\). Let \(\Delta\) be the direction with entry \(-1\) at \(i\), \(+1\) at \(j\) and zero elsewhere; this is `shift i j`. For \(0\le t\le\min(f_i,1-f_j)\), the pattern \(f+t\Delta\) stays in the box and keeps its sum. `shift_mem` checks this entry by entry, with the cases \(k=j\), \(k=i\) and neither.

Since \(f\) is a local minimiser, \(E(f+t\Delta)\ge E(f)\) for all sufficiently small \(t>0\). This is `transfer_costs`, where the filter `𝓝[>] (0 : ℝ)` expresses "sufficiently small and positive". Dividing by \(t\) and letting \(t\to0\) gives

\[
0\le\lim_{t\to0^+}\frac{E(f+t\Delta)-E(f)}{t}=e_j-e_i .
\]

`deriv_nonneg_of_right_min` supplies the inequality, as a limit of nonnegative slopes. `hasLineDerivAt` supplies the derivative along \(\Delta\), and linearity splits it into the two levels. For \(i=j\) the inequality \(e_i\le e_j\) is trivial, so every orbital with charge lies at or below every orbital with room. This is the step `pair` in the main proof.

Now set

\[
\mu=\max\{e_i : f_i>0\}.
\]

Every charged orbital has \(e_i\le\mu\) by definition. If \(f_j<1\), then \(e_j\) is an upper bound for all levels in the maximum, so \(\mu\le e_j\). In Lean the maximum is `sup'`, which needs a nonempty set. If no orbital holds charge, only the second inequality has content, and any lower bound of the finitely many levels serves as \(\mu\).

## From aufbau back to a global minimum

`globalMin_of_aufbau` gives a converse for energies that are convex on `feasible N`. Let \(E\) be differentiable at a feasible \(f\) that satisfies the aufbau condition, and let \(g\) be another feasible pattern. Then

\[
\sum_i (g_i-f_i)(e_i-\mu)\ge0
\]

term by term. If \(e_i<\mu\), then \(f_i=1\) and both factors are at most zero; if \(e_i>\mu\), then \(f_i=0\) and both are at least zero; if \(e_i=\mu\), the term vanishes. The proof makes the same three cases with `lt_trichotomy`.

Both patterns sum to \(N\), so \(\mu\) drops out and \(\sum_i(g_i-f_i)e_i\ge0\). By `first_order_change`, this sum is the derivative \(D\) of \(E\) at \(f\) in the direction \(g-f\). Convexity places the energy below its chord for \(0<t<1\):

\[
E(f+t(g-f))\le(1-t)E(f)+tE(g).
\]

Hence the function \(t\,(E(g)-E(f))-E(f+t(g-f))\) does not fall below its value at \(t=0\). Its derivative there is \(E(g)-E(f)-D\), which is nonnegative by the same one-variable lemma as before. Together, \(E(g)-E(f)\ge D\ge0\).

## The Hubbard term leaves at most one fractional orbital

`hubbardEnergy` is

\[
E_U(f)=\sum_i\Big(\varepsilon_i f_i+\frac U2 f_i(1-f_i)\Big),
\]

with fixed numbers \(\varepsilon_i\) and an effective on-site interaction \(U\), which penalises fractional occupation when \(U>0\). The correction has the form used in DFT+U for a diagonal occupation matrix.

Suppose that a local minimiser had two distinct fractional orbitals \(i\) and \(j\). Charge could then move either way, and for small \(t>0\) neither transfer lowers the energy. The proof picks one \(t\) that works for both. In the sum of the two energies the first-order terms cancel, and

\[
E_U(f+t\Delta)+E_U(f-t\Delta)=2E_U(f)-Ut^2\sum_k\Delta_k^2=2E_U(f)-2Ut^2 .
\]

For \(U>0\) the right-hand side is less than \(2E_U(f)\), a contradiction. The identity is `key`, proved orbital by orbital with `ring`; for the sign, Lean needs only that \(\sum_k\Delta_k^2\) is positive.

The linear first term matters here. An approximate density functional usually has curvature of its own in the occupations, and where convex curvature outweighs the Hubbard term, several fractional orbitals can remain. In DFT+U, moreover, the occupations in the correction are those of localised orbitals, and hybridisation can make them fractional.

## An aufbau state at an energy maximum

Without convexity, the aufbau condition at a feasible point of a differentiable energy does not ensure even a local minimum. Take two orbitals with \(\varepsilon_1=\varepsilon_2=0\), \(U>0\), \(N=1\) and \(f=(\tfrac12,\tfrac12)\). The levels are \(e_i=\tfrac U2(1-2f_i)=0\), so the aufbau condition holds with \(\mu=0\). Yet

\[
E_U\big(\tfrac12+t,\tfrac12-t\big)=\frac U4-Ut^2,
\]

so any transfer of charge lowers the energy, and the minima are the integer patterns \((1,0)\) and \((0,1)\).
